# Explicit Rosen–Zener solution for the coupling sech t: complete population return at every real detuning

First-order perturbation theory gives a wrong answer for a strong pulse. Take two levels with amplitudes \(a(t)\) and \(b(t)\), a constant energy mismatch \(d\) (the detuning), a coupling \(\operatorname{sech} t\), and the system initially in the first level. Freezing \(a = 1\) predicts for the second level the final amplitude \(-i\int \operatorname{sech} t\, e^{-idt}\,dt = -i\pi \operatorname{sech}(\pi d/2)\), which never vanishes and at \(d = 0\) gives a "probability" of \(\pi^2\). For a coupling of exactly this shape and strength, a closed-form solution shows a fraction \(1/(1+d^2)\) of the population leaving the first level and returning completely, whatever \(d\) is.

## Pulse, equations and amplitudes

```lean
import Mathlib

open Complex Filter Topology

namespace RosenZener

noncomputable section
```

After these lines `I` is \(i\) and `exp` is the complex exponential. The symbols `atBot` and `atTop` stand for \(t \to -\infty\) and \(t \to +\infty\), and `Tendsto f atTop (𝓝 c)` reads \(f(t) \to c\) as \(t \to +\infty\).

```lean
/-- The hyperbolic-secant pulse envelope `sech t = 1 / cosh t`. -/
def sech (t : ℝ) : ℝ := (Real.cosh t)⁻¹
```

This defines \(\operatorname{sech} t = 1/\cosh t\) for real \(t\). Units are \(\hbar = 1\) with time measured in the pulse width \(T\), so a coupling \(\Omega_0 \operatorname{sech}(t/T)\) takes this form when \(\Omega_0 T = 1\). That condition fixes the pulse area: \(\int \operatorname{sech} t\,dt = \pi\), and the Rabi frequency, twice the coupling, has area \(2\pi\), one full cycle on resonance. The name Rosen–Zener usually goes with the transition probability for arbitrary \(\Omega_0 T\), whereas everything below concerns this one strength.

```lean
/-- Two-level equations in the interaction picture with coupling `Ω` and detuning `d`:
`i a' = Ω e^{idt} b` and `i b' = Ω e^{-idt} a` at all times. -/
def Solves (Ω : ℝ → ℝ) (d : ℝ) (a b : ℝ → ℂ) : Prop :=
  ∀ t : ℝ, ∃ a' b' : ℂ, HasDerivAt a a' t ∧ HasDerivAt b b' t ∧
    I * a' = Ω t * exp (I * d * t) * b t ∧ I * b' = Ω t * exp (-(I * d * t)) * a t
```

`Solves Ω d a b` is a proposition about a real coupling \(\Omega(t)\), a real \(d\) and two complex functions of real time. `HasDerivAt a a' t` says that \(a\) is differentiable at \(t\) with derivative \(a'\). The proposition demands at every \(t\)
\[ i a' = \Omega\, e^{idt}\, b, \qquad i b' = \Omega\, e^{-idt}\, a . \]
These follow from the Schrödinger equation for levels with constant energies \(E_a\), \(E_b\) and off-diagonal element \(\Omega\), after the factors \(e^{-iE_a t}\) and \(e^{-iE_b t}\) are split off, so that \(d = E_a - E_b\). The equations are taken as the model: there is no third level and no decay. For a laser pulse of constant frequency the rotating-wave approximation is already made, and the photon energy is counted in the energy of the lower level, so that \(d = 0\) means resonance and not equal bare energies. In contrast to the Landau–Zener problem, the gap between the uncoupled levels is constant and is not swept through zero; at \(d = 0\) the levels are degenerate at all times.

```lean
/-- Amplitude of the first level, `a = (d - i tanh t) / (d + i)`. -/
def ampA (d t : ℝ) : ℂ := (d - I * Real.tanh t) / (d + I)
```

`ampA d t` is the candidate
\[ a(t) = \frac{d - i\tanh t}{d + i}. \]

```lean
/-- Amplitude of the second level, `b = sech t e^{-idt} / (d + i)`. -/
def ampB (d t : ℝ) : ℂ := sech t * exp (-(I * d * t)) / (d + I)
```

`ampB d t` is its partner
\[ b(t) = \frac{\operatorname{sech} t\; e^{-idt}}{d + i}. \]
At \(d = 0\) the pair is \(a = -\tanh t\), \(b = -i \operatorname{sech} t\).

## The pair satisfies the equations

```lean
/-- The identity `sech² t + tanh² t = 1`. -/
theorem sech_sq_add_tanh_sq (t : ℝ) : sech t ^ 2 + Real.tanh t ^ 2 = 1 := by
  have hc := (Real.cosh_pos t).ne'
  have h := Real.cosh_sq t
  rw [sech, Real.tanh_eq_sinh_div_cosh]
  field_simp
  linarith
```

Dividing \(\cosh^2 t = \sinh^2 t + 1\) by \(\cosh^2 t\) gives \(1 = \tanh^2 t + \operatorname{sech}^2 t\). In Lean, `Real.cosh_sq` supplies the first identity, `field_simp` clears the denominators using \(\cosh t \ne 0\), and `linarith` closes the linear relation.

```lean
/-- The derivatives `tanh' = sech²` and `sech' = -sech · tanh`. -/
theorem hasDerivAt_tanh_sech (t : ℝ) :
    HasDerivAt Real.tanh (sech t ^ 2) t ∧ HasDerivAt sech (-(sech t * Real.tanh t)) t := by
  have hc := (Real.cosh_pos t).ne'
  have h := Real.cosh_sq t
  constructor
  · have e : Real.tanh = fun x => Real.sinh x / Real.cosh x :=
      funext Real.tanh_eq_sinh_div_cosh
    rw [e]
    refine ((Real.hasDerivAt_sinh t).fun_div (Real.hasDerivAt_cosh t) hc).congr_deriv ?_
    have h1 : Real.cosh t * Real.cosh t - Real.sinh t * Real.sinh t = 1 := by nlinarith
    rw [h1, sech, one_div, inv_pow]
  · have e : sech = fun x => 1 / Real.cosh x := funext fun x => (one_div _).symm
    have h1 := (hasDerivAt_const t (1 : ℝ)).fun_div (Real.hasDerivAt_cosh t) hc
    rw [← e] at h1
    refine h1.congr_deriv ?_
    rw [sech, Real.tanh_eq_sinh_div_cosh]
    ring
```

The symbol `∧` is "and". The quotient rule gives
\[ \tanh' = \frac{\cosh^2 - \sinh^2}{\cosh^2} = \operatorname{sech}^2, \qquad \operatorname{sech}' = -\frac{\sinh}{\cosh^2} = -\operatorname{sech}\,\tanh . \]
`fun_div` is the quotient rule, and `congr_deriv` exchanges its raw output for the simplified form.

```lean
/-- The amplitudes `ampA`, `ampB` solve the two-level equations with coupling `sech t`
for every real detuning. -/
theorem solves_sech (d : ℝ) : Solves sech d (ampA d) (ampB d) := by
  intro t
  have hT := (hasDerivAt_tanh_sech t).1.ofReal_comp
  have hS := (hasDerivAt_tanh_sech t).2.ofReal_comp
  have hid : HasDerivAt (fun s : ℝ => (s : ℂ)) 1 t := (hasDerivAt_id t).ofReal_comp
  have hE := (hid.const_mul (I * d)).fun_neg.cexp
  have hA := ((hT.const_mul I).const_sub (d : ℂ)).div_const (d + I)
  have hB := (hS.fun_mul hE).div_const (d + I)
  refine ⟨_, _, hA, hB, ?_, ?_⟩
  · -- the two phase factors cancel
    have hph : exp (I * d * t) * exp (-(I * d * t)) = 1 := by
      rw [← Complex.exp_add, add_neg_cancel, Complex.exp_zero]
    rw [ampB, ofReal_pow]
    linear_combination (-(sech t : ℂ) ^ 2 / (d + I)) * I_mul_I
      - ((sech t : ℂ) ^ 2 / (d + I)) * hph
  · rw [ampA, ofReal_neg, ofReal_mul]
    linear_combination (-(sech t : ℂ) * exp (-(I * d * t)) * d / (d + I)) * I_mul_I
```

The statement is that both equations hold with \(\Omega = \operatorname{sech}\) for every real \(d\). For the first, \(a' = -i \operatorname{sech}^2 t/(d+i)\), so
\[ i a' = \frac{\operatorname{sech}^2 t}{d+i} = \operatorname{sech} t\; e^{idt}\,\frac{\operatorname{sech} t\; e^{-idt}}{d+i} = \operatorname{sech} t\; e^{idt}\, b . \]
For the second, the product rule gives \(b' = \operatorname{sech} t\,(-\tanh t - id)\,e^{-idt}/(d+i)\), so
\[ i b' = \operatorname{sech} t\; e^{-idt}\,\frac{d - i\tanh t}{d+i} = \operatorname{sech} t\; e^{-idt}\, a . \]
`hA` and `hB` assemble \(a'\) and \(b'\) from the chain and product rules. Each `linear_combination` exhibits the difference of the two sides as a multiple of known identities: \(i \cdot i = -1\) (`I_mul_I`) in both equations, and \(e^{idt}e^{-idt} = 1\) (`hph`) in the first.

## Populations and their peak

```lean
/-- The level populations: `|a|² = (d² + tanh² t)/(1 + d²)` and `|b|² = sech² t/(1 + d²)`. -/
theorem populations (d t : ℝ) :
    ‖ampA d t‖ ^ 2 = (d ^ 2 + Real.tanh t ^ 2) / (1 + d ^ 2) ∧
      ‖ampB d t‖ ^ 2 = sech t ^ 2 / (1 + d ^ 2) := by
  have hden : ‖(d : ℂ) + I‖ ^ 2 = 1 + d ^ 2 := by
    rw [Complex.sq_norm, normSq_apply]
    simp
    ring
  constructor
  · have hnum : ∀ x : ℝ, ‖(d : ℂ) - I * x‖ ^ 2 = d ^ 2 + x ^ 2 := by
      intro x
      rw [Complex.sq_norm, normSq_apply]
      simp
      ring
    rw [ampA, norm_div, div_pow, hnum, hden]
  · have he : ‖exp (-(I * d * t))‖ = 1 := by
      have : -(I * d * t : ℂ) = ((-(d * t) : ℝ) : ℂ) * I := by
        push_cast
        ring
      rw [this, Complex.norm_exp_ofReal_mul_I]
    rw [ampB, norm_div, div_pow, hden, norm_mul, he, mul_one, Complex.norm_real,
      Real.norm_eq_abs, sq_abs]
```

The double bars denote the modulus of a complex number. With \(|d+i|^2 = 1 + d^2\) (`hden`), \(|d - ix|^2 = d^2 + x^2\) for real \(x\) (`hnum`) and \(|e^{-idt}| = 1\) (`he`),
\[ |a|^2 = \frac{d^2 + \tanh^2 t}{1+d^2}, \qquad |b|^2 = \frac{\operatorname{sech}^2 t}{1+d^2}. \]

```lean
/-- The population `|b|²` never exceeds `1/(1 + d²)` and equals it exactly at `t = 0`. -/
theorem peak_population (d t : ℝ) :
    ‖ampB d t‖ ^ 2 ≤ 1 / (1 + d ^ 2) ∧ (‖ampB d t‖ ^ 2 = 1 / (1 + d ^ 2) ↔ t = 0) := by
  have hd : (0 : ℝ) < 1 + d ^ 2 := by positivity
  have h := sech_sq_add_tanh_sq t
  rw [(populations d t).2]
  refine ⟨div_le_div_of_nonneg_right (by nlinarith [sq_nonneg (Real.tanh t)]) hd.le, ?_⟩
  rw [div_left_inj' hd.ne']
  constructor
  · intro h1
    have h2 : Real.tanh t = 0 := pow_eq_zero_iff (two_ne_zero) |>.mp (by linarith)
    rw [Real.tanh_eq_sinh_div_cosh, div_eq_zero_iff] at h2
    rcases h2 with h2 | h2
    · exact Real.sinh_eq_zero.mp h2
    · exact absurd h2 (Real.cosh_pos t).ne'
  · rintro rfl
    simp [sech]
```

Since \(\operatorname{sech}^2 t = 1 - \tanh^2 t \le 1\), the population obeys \(|b|^2 \le 1/(1+d^2)\). The symbol `↔` is "if and only if". Equality forces \(\operatorname{sech}^2 t = 1\), hence \(\tanh t = 0\) (`h2`), hence \(\sinh t = 0\) because \(\cosh t > 0\), hence \(t = 0\). Conversely \(\operatorname{sech} 0 = 1\). The transfer at the pulse centre is complete at \(d = 0\) and one half at \(d = \pm 1\).

## Before and after the pulse

```lean
/-- The pulse `sech t` vanishes as `t → ±∞`, while `tanh t → ±1`. -/
theorem pulse_limits :
    Tendsto sech atTop (𝓝 0) ∧ Tendsto sech atBot (𝓝 0) ∧
      Tendsto Real.tanh atTop (𝓝 1) ∧ Tendsto Real.tanh atBot (𝓝 (-1)) := by
  -- cosh grows at least like t / 2
  have hc : Tendsto Real.cosh atTop atTop := by
    refine tendsto_atTop_mono (fun t => ?_) (tendsto_id.atTop_div_const (two_pos (α := ℝ)))
    rw [Real.cosh_eq, id]
    linarith [Real.add_one_le_exp t, Real.exp_pos (-t)]
  have h1 : Tendsto sech atTop (𝓝 0) := hc.inv_tendsto_atTop
  have h2 : Tendsto sech atBot (𝓝 0) :=
    (h1.comp tendsto_neg_atBot_atTop).congr fun t => by simp [sech]
  -- for t ≥ 0 one has 1 - sech² ≤ tanh ≤ 1
  have h3 : Tendsto Real.tanh atTop (𝓝 1) := by
    have hl : Tendsto (fun t => 1 - sech t ^ 2) atTop (𝓝 1) := by
      simpa using (h1.pow 2).const_sub 1
    have hle : ∀ t, Real.tanh t ≤ 1 := fun t => by
      nlinarith [sech_sq_add_tanh_sq t, sq_nonneg (sech t), sq_nonneg (Real.tanh t - 1)]
    refine tendsto_of_tendsto_of_tendsto_of_le_of_le' hl tendsto_const_nhds ?_
      (Eventually.of_forall hle)
    filter_upwards [eventually_ge_atTop (0 : ℝ)] with t ht
    have h0 : 0 ≤ Real.tanh t := by
      rw [Real.tanh_eq_sinh_div_cosh]
      exact div_nonneg (Real.sinh_nonneg_iff.mpr ht) (Real.cosh_pos t).le
    nlinarith [sech_sq_add_tanh_sq t, mul_nonneg h0 (sub_nonneg.mpr (hle t))]
  refine ⟨h1, h2, h3, ?_⟩
  exact (h3.comp tendsto_neg_atBot_atTop).neg.congr fun t => by simp
```

From \(e^t \ge t + 1\) and \(e^{-t} > 0\) follows \(\cosh t = (e^t + e^{-t})/2 \ge t/2\), so \(\cosh t \to \infty\) (`hc`) and \(\operatorname{sech} t \to 0\) as \(t \to +\infty\) (`h1`). The function is even, which gives the other end (`h2`). Next, \((\tanh t - 1)^2 \ge 0\) yields \(2\tanh t \le \tanh^2 t + 1 \le 2\) (`hle`). For \(t \ge 0\) also \(\tanh t \ge 0\), so \(\tanh t\,(1 - \tanh t) \ge 0\) and
\[ 1 - \operatorname{sech}^2 t = \tanh^2 t \le \tanh t \le 1 . \]
Both bounds tend to 1, which is the squeeze in `h3`. Oddness gives \(\tanh t \to -1\) as \(t \to -\infty\).

```lean
/-- Rosen-Zener pulse with coupling `sech t` and any real detuning `d`: the amplitudes solve the
two-level equations with unit norm, tend to `(1, 0)` as `t → -∞`, have maximal `|b|²` equal to
`1/(1 + d²)`, and tend to `((d - i)/(d + i), 0)` as `t → +∞`. -/
theorem rosen_zener_return (d : ℝ) :
    Solves sech d (ampA d) (ampB d) ∧
      (∀ t, ‖ampA d t‖ ^ 2 + ‖ampB d t‖ ^ 2 = 1) ∧
      (Tendsto (ampA d) atBot (𝓝 1) ∧ Tendsto (ampB d) atBot (𝓝 0)) ∧
      IsGreatest (Set.range fun t => ‖ampB d t‖ ^ 2) (1 / (1 + d ^ 2)) ∧
      (Tendsto (ampA d) atTop (𝓝 ((d - I) / (d + I))) ∧ Tendsto (ampB d) atTop (𝓝 0)) := by
  obtain ⟨s1, s2, t1, t2⟩ := pulse_limits
  have hd : (0 : ℝ) < 1 + d ^ 2 := by positivity
  have hne : (d : ℂ) + I ≠ 0 := fun h => by simpa using congrArg Complex.im h
  -- a follows tanh, and |b| follows sech
  have hA : ∀ (l : Filter ℝ) (c : ℝ), Tendsto Real.tanh l (𝓝 c) →
      Tendsto (ampA d) l (𝓝 ((d - I * c) / (d + I))) := fun l c h =>
    ((((continuous_ofReal.tendsto c).comp h).const_mul I).const_sub (d : ℂ)).div_const _
  have hB : ∀ l : Filter ℝ, Tendsto sech l (𝓝 0) → Tendsto (ampB d) l (𝓝 0) := by
    intro l h
    rw [tendsto_zero_iff_norm_tendsto_zero]
    have h2 := ((h.pow 2).div_const (1 + d ^ 2)).sqrt
    rw [zero_pow two_ne_zero, zero_div, Real.sqrt_zero] at h2
    refine h2.congr fun t => ?_
    rw [← (populations d t).2, Real.sqrt_sq (norm_nonneg _)]
  refine ⟨solves_sech d, fun t => ?_, ⟨?_, hB _ s2⟩, ⟨⟨0, (peak_population d 0).2.mpr rfl⟩, ?_⟩,
    ?_, hB _ s1⟩
  · rw [(populations d t).1, (populations d t).2, ← add_div, div_eq_one_iff_eq hd.ne']
    linarith [sech_sq_add_tanh_sq t]
  · simpa [div_self hne] using hA _ _ t2
  · rintro _ ⟨t, rfl⟩
    exact (peak_population d t).1
  · simpa using hA _ _ t1

end

end RosenZener
```

```lean
#print axioms RosenZener.rosen_zener_return
-- 'RosenZener.rosen_zener_return' depends on axioms: [propext, Classical.choice, Quot.sound]
```

`rosen_zener_return` takes a real \(d\) and no further hypothesis. Its five lines say that the pair solves the equations; that \(|a|^2 + |b|^2 = 1\) at all times; that \((a, b) \to (1, 0)\) as \(t \to -\infty\), which is what starting in the first level means for a pulse without a switch-on time; that \(1/(1+d^2)\) is the maximum of \(|b|^2\), where `IsGreatest` of the range means an upper bound that is attained; and that \((a, b) \to \big((d-i)/(d+i),\, 0\big)\) as \(t \to +\infty\).

The norm is
\[ |a|^2 + |b|^2 = \frac{d^2 + \tanh^2 t + \operatorname{sech}^2 t}{1+d^2} = 1 . \]
`hA` states that \(\tanh t \to c\) implies \(a \to (d - ic)/(d+i)\). The value \(c = -1\) gives \((d+i)/(d+i) = 1\), where `hne` supplies \(d + i \ne 0\) from its imaginary part, and \(c = 1\) gives \((d-i)/(d+i)\). `hB` takes the square root of \(|b|^2 = \operatorname{sech}^2 t/(1+d^2)\), so \(b \to 0\) wherever \(\operatorname{sech} t \to 0\). The maximum is `peak_population` with the witness \(t = 0\).

The final factor \((d-i)/(d+i)\) has modulus one and equals \(-1\) on resonance, so the amplitude \(a\) ends with a phase factor that depends on the detuning. Since \(b \to 0\) at both ends, this factor is a global phase of the state vector for this initial condition: the final physical state is the initial one. The factor becomes observable only against a reference not treated here, such as a further uncoupled level in superposition. For a closed two-level system with constant gap and this single coupling, the solution is an exact reference against which a numerical propagator of coupled amplitudes in nonadiabatic dynamics can be compared, in population and in phase.

## Every solution in place of one solution

The theorem speaks of the explicit pair `ampA d`, `ampB d`. A stronger formulation would quantify over all \(a\), \(b\) with `Solves sech d a b` and \((a, b) \to (1, 0)\) at `atBot`, and conclude the same peak and final limits. It would need uniqueness: the equations are linear and would be shown to conserve \(|a|^2 + |b|^2\) for any solution, so the difference of two solutions with the same initial limit would have constant norm tending to zero and would vanish. The conclusion would then be about the physical initial condition and not about a formula. No theorem above states this uniqueness argument, the area integral or the perturbative estimate at the start.
